# For nonnegative finite-range springs, a two-wavevector estimate of a chain's elastic coefficient is never too large and errs by at most order $q^4$

Suppose the dynamical matrix $D(q)$ of a harmonic chain with one atom per cell and springs of finite range is known at a small but finite wavevector $q$, and the elastic coefficient $C$ in $D(q)\approx Cq^2$ is wanted. The quotient $D(q)/q^2$ has an error of order $q^2$. Combining the values at $q$ and $2q$ cancels that term, but the cancellation alone does not say how large the remaining error is at the wavevector actually used, or on which side of $C$ the estimate lies. When all spring constants are nonnegative, both questions have definite answers for every $q>0$.

```lean
import Mathlib

open Filter Topology

namespace LongWaveTwoPoint

noncomputable section
```

## From springs to the dynamical matrix

Take an infinite chain of unit masses at unit spacing, with displacements $u_j$. Springs of strength $k_m$ join each atom to its $m$-th neighbours, $m=1,\dots,n$. The restoring force on atom $j$ is minus

$$\sum_{m=1}^n k_m\,(2u_j-u_{j+m}-u_{j-m}).$$

In Lean the displacements are a function `u : ℤ → ℝ`, and only the values `k 1`, ..., `k n` enter.

```lean
/-- The force-constant operator of a chain with springs `k m` to the `m`-th neighbours,
`m = 1, ..., n`, applied to the displacements `u` and evaluated at atom `j`. -/
def forceConstant (n : ℕ) (k : ℕ → ℝ) (u : ℤ → ℝ) (j : ℤ) : ℝ :=
  ∑ m ∈ Finset.Icc 1 n, k m * (2 * u j - u (j + m) - u (j - m))
```

For a lattice wave this operator should multiply the displacement by

$$D(q)=\sum_{m=1}^n 2k_m(1-\cos mq),$$

which is the squared frequency for unit masses.

```lean
/-- The dynamical matrix `D(q)` of the chain with unit masses and unit lattice spacing. -/
def dynMat (n : ℕ) (k : ℕ → ℝ) (q : ℝ) : ℝ :=
  ∑ m ∈ Finset.Icc 1 n, 2 * k m * (1 - Real.cos (m * q))
```

Since $2(1-\cos mq)\approx m^2q^2$ at small $q$, the elastic coefficient is the second moment $C=M_2$ of the spring constants, where $M_p=\sum_m m^pk_m$. The error will involve $M_6$ and $M_8$.

```lean
/-- The `p`-th moment `∑ m ^ p * k m` of the spring constants; the second moment is the
elastic coefficient `C`. -/
def springMoment (n : ℕ) (k : ℕ → ℝ) (p : ℕ) : ℝ :=
  ∑ m ∈ Finset.Icc 1 n, (m : ℝ) ^ p * k m
```

The expansion of $D(q)/q^2$ begins $C-q^2M_4/12$, and that of $D(2q)/(4q^2)$ begins $C-4q^2M_4/12$. Four thirds of the first minus one third of the second removes $M_4$ and leaves the estimate

$$E(q)=\frac{16D(q)-D(2q)}{12q^2}.$$

```lean
/-- The estimate of the elastic coefficient from the two wavevectors `q` and `2q`,
for `q ≠ 0`. -/
def twoPoint (n : ℕ) (k : ℕ → ℝ) (q : ℝ) : ℝ :=
  (16 * dynMat n k q - dynMat n k (2 * q)) / (12 * q ^ 2)
```

The error $C-E(q)$ is a sum over springs. Multiplied by $12q^2$, a unit spring whose ends differ in phase by $x=mq$ contributes

$$F(x)=12x^2-32(1-\cos x)+2(1-\cos 2x).$$

```lean
/-- The defect of the two-point combination for a single spring of unit strength,
as a function of the phase difference `x` between its ends. -/
def bondDefect (x : ℝ) : ℝ :=
  12 * x ^ 2 - (32 * (1 - Real.cos x) - 2 * (1 - Real.cos (2 * x)))
```

Its derivative is $F'(x)=24x-32\sin x+4\sin 2x$.

```lean
/-- The slope of the single-spring defect. -/
def bondSlope (x : ℝ) : ℝ :=
  24 * x - 32 * Real.sin x + 4 * Real.sin (2 * x)
```

To confirm that $D(q)$ comes from the springs, insert $u_j=\cos(qj+\varphi)$ with any phase $\varphi$. Writing $\theta=qj+\varphi$, we have $\cos(\theta+mq)+\cos(\theta-mq)=2\cos\theta\cos mq$, so each spring gives $2k_m(1-\cos mq)\cos\theta$. The Lean proof compares the sums term by term with the same addition formulas.

```lean
/-- Applied to the lattice wave `cos (q * j + φ)`, with any wavevector `q` and phase `φ`, the
force-constant operator multiplies it by `D(q)`. -/
theorem forceConstant_wave (n : ℕ) (k : ℕ → ℝ) (q φ : ℝ) (j : ℤ) :
    forceConstant n k (fun i => Real.cos (q * i + φ)) j
      = dynMat n k q * Real.cos (q * j + φ) := by
  simp only [forceConstant, dynMat, Finset.sum_mul]
  refine Finset.sum_congr rfl fun m _ => ?_
  push_cast
  rw [show q * ((j : ℝ) + m) + φ = (q * j + φ) + m * q by ring,
    show q * ((j : ℝ) - m) + φ = (q * j + φ) - m * q by ring,
    Real.cos_add (q * j + φ) (m * q), Real.cos_sub (q * j + φ) (m * q)]
  ring
```

## The error of a single spring

The bounds on $F$ come from repeated integration from the origin. If $f(0)=0$ and $f'\ge0$ on $[0,\infty)$, then $f$ is nondecreasing there, hence nonnegative. The lemma states this with derivatives, so no integral has to be evaluated in Lean.

```lean
/-- A function that is differentiable on the whole real line, vanishes at the origin and has
nonnegative slope on the nonnegative half-line is nonnegative there. -/
theorem nonneg_of_slope {f f' : ℝ → ℝ} (h0 : f 0 = 0)
    (hf : ∀ x, HasDerivAt f (f' x) x) (hf' : ∀ x, 0 ≤ x → 0 ≤ f' x)
    {x : ℝ} (hx : 0 ≤ x) : 0 ≤ f x := by
  have hm : MonotoneOn f (Set.Ici 0) :=
    monotoneOn_of_deriv_nonneg (convex_Ici 0)
      (fun y _ => (hf y).continuousAt.continuousWithinAt)
      (fun y _ => (hf y).differentiableAt.differentiableWithinAt)
      (fun y hy => by
        rw [(hf y).deriv]
        exact hf' y (interior_subset hy))
  have h := hm (Set.mem_Ici.2 le_rfl) (Set.mem_Ici.2 hx) hx
  rwa [h0] at h
```

First apply it to the cosine. From $1-\cos x=2\sin^2(x/2)\le x^2/2$ we get $\cos x-1+x^2/2\ge0$. For $x\ge0$, one integration gives $\sin x-x+x^3/6\ge0$, and a second gives

$$1-\cos x\ \ge\ \frac{x^2}{2}-\frac{x^4}{24}.$$

The starting inequality is taken from Mathlib; `h1` is the first integration.

```lean
/-- For `x ≥ 0` the cosine is at most its fourth-order Taylor polynomial. -/
theorem cos_le_quartic {x : ℝ} (hx : 0 ≤ x) :
    0 ≤ 1 - x ^ 2 / 2 + x ^ 4 / 24 - Real.cos x := by
  have h1 : ∀ y : ℝ, 0 ≤ y → 0 ≤ Real.sin y - y + y ^ 3 / 6 := fun y hy =>
    nonneg_of_slope (f := fun y => Real.sin y - y + y ^ 3 / 6)
      (f' := fun y => Real.cos y - 1 + y ^ 2 / 2) (by simp)
      (fun z => (((Real.hasDerivAt_sin z).fun_sub (hasDerivAt_id' z)).fun_add
        ((hasDerivAt_pow 3 z).div_const 6)).congr_deriv (by push_cast; ring))
      (fun z _ => by linarith [Real.one_sub_sq_div_two_le_cos (x := z)]) hy
  exact nonneg_of_slope (f := fun y => 1 - y ^ 2 / 2 + y ^ 4 / 24 - Real.cos y)
    (f' := fun y => Real.sin y - y + y ^ 3 / 6) (by simp)
    (fun z => (((((hasDerivAt_pow 2 z).div_const 2).const_sub 1).fun_add
      ((hasDerivAt_pow 4 z).div_const 24)).fun_sub
      (Real.hasDerivAt_cos z)).congr_deriv (by push_cast; ring)) h1 hx
```

Next, differentiate $F$ once: $12x^2$ gives $24x$, the term $-32(1-\cos x)$ gives $-32\sin x$, and $2(1-\cos2x)$ gives $4\sin2x$.

```lean
/-- `bondSlope` is the derivative of the single-spring defect. -/
theorem hasDerivAt_bondDefect (x : ℝ) : HasDerivAt bondDefect (bondSlope x) x := by
  have h2 : HasDerivAt (fun y : ℝ => Real.cos (2 * y)) (-Real.sin (2 * x) * (2 * 1)) x :=
    ((hasDerivAt_id' x).const_mul 2).cos
  have h : HasDerivAt bondDefect _ x :=
    ((hasDerivAt_pow 2 x).const_mul 12).fun_sub
      ((((Real.hasDerivAt_cos x).const_sub 1).const_mul 32).fun_sub
        ((h2.const_sub 1).const_mul 2))
  exact h.congr_deriv (by unfold bondSlope; push_cast; ring)
```

A second differentiation, with $\cos2x=2\cos^2x-1$, gives

$$F''(x)=24-32\cos x+8\cos2x=16-32\cos x+16\cos^2x=16(1-\cos x)^2.$$

This perfect square fixes the sign of the error.

```lean
/-- The curvature of the single-spring defect is the perfect square `16 (1 - cos x)²`. -/
theorem hasDerivAt_bondSlope (x : ℝ) :
    HasDerivAt bondSlope (16 * (1 - Real.cos x) ^ 2) x := by
  have h2 : HasDerivAt (fun y : ℝ => Real.sin (2 * y)) (Real.cos (2 * x) * (2 * 1)) x :=
    ((hasDerivAt_id' x).const_mul 2).sin
  have h : HasDerivAt bondSlope _ x :=
    (((hasDerivAt_id' x).const_mul 24).fun_sub
      ((Real.hasDerivAt_sin x).const_mul 32)).fun_add (h2.const_mul 4)
  exact h.congr_deriv (by rw [Real.cos_two_mul]; ring)
```

Both $F$ and $F'$ vanish at $0$. For $x\ge0$, the bound $0\le1-\cos x\le x^2/2$ gives $0\le F''\le4x^4$. Integrating twice,

$$0\le F'(x)\le\tfrac45x^5,\qquad 0\le F(x)\le\tfrac{2}{15}x^6.$$

For the lower bound put $a=1-\cos x$ and $b=x^2/2$. Squaring $a\ge b-x^4/24$ directly is not justified when the right side is negative, so use $(a-b)^2\ge0$ instead:

$$a^2\ge b^2+2b(a-b)\ge\frac{x^4}{4}-\frac{x^6}{24}.$$

Hence $F''\ge4x^4-\tfrac23x^6$, and two integrations give

$$F'(x)\ge\tfrac45x^5-\tfrac2{21}x^7,\qquad F(x)\ge\tfrac2{15}x^6-\tfrac1{84}x^8.$$

In the proof, `s1`, `s2` and `s3` are the three bounds on $F'$. The `nlinarith` call in `s3` receives the square $(a-b)^2$ and the quartic cosine bound multiplied by $x^2$.

```lean
/-- For `x ≥ 0` the single-spring defect is nonnegative, at most `2x⁶/15`, and at least
`2x⁶/15 - x⁸/84`. -/
theorem bondDefect_bounds {x : ℝ} (hx : 0 ≤ x) :
    0 ≤ bondDefect x ∧ bondDefect x ≤ 2 / 15 * x ^ 6 ∧
      2 / 15 * x ^ 6 - x ^ 8 / 84 ≤ bondDefect x := by
  -- first integration: from the curvature to the slope
  have s1 : ∀ y : ℝ, 0 ≤ y → 0 ≤ bondSlope y := fun y hy =>
    nonneg_of_slope (by simp [bondSlope]) hasDerivAt_bondSlope
      (fun z _ => by positivity) hy
  have s2 : ∀ y : ℝ, 0 ≤ y → 0 ≤ 4 / 5 * y ^ 5 - bondSlope y := fun y hy =>
    nonneg_of_slope (f := fun y => 4 / 5 * y ^ 5 - bondSlope y)
      (f' := fun y => 4 * y ^ 4 - 16 * (1 - Real.cos y) ^ 2) (by simp [bondSlope])
      (fun z => (((hasDerivAt_pow 5 z).const_mul (4 / 5)).fun_sub
        (hasDerivAt_bondSlope z)).congr_deriv (by push_cast; ring))
      (fun z _ => by
        have h := pow_le_pow_left₀ (by linarith [Real.cos_le_one z])
          (show 1 - Real.cos z ≤ z ^ 2 / 2 by
            linarith [Real.one_sub_sq_div_two_le_cos (x := z)]) 2
        nlinarith [h]) hy
  have s3 : ∀ y : ℝ, 0 ≤ y → 0 ≤ bondSlope y - 4 / 5 * y ^ 5 + 2 / 21 * y ^ 7 :=
    fun y hy =>
    nonneg_of_slope (f := fun y => bondSlope y - 4 / 5 * y ^ 5 + 2 / 21 * y ^ 7)
      (f' := fun y => 16 * (1 - Real.cos y) ^ 2 - 4 * y ^ 4 + 2 / 3 * y ^ 6)
      (by simp [bondSlope])
      (fun z => (((hasDerivAt_bondSlope z).fun_sub
        ((hasDerivAt_pow 5 z).const_mul (4 / 5))).fun_add
        ((hasDerivAt_pow 7 z).const_mul (2 / 21))).congr_deriv (by push_cast; ring))
      (fun z hz => by
        nlinarith [sq_nonneg (1 - Real.cos z - z ^ 2 / 2),
          mul_nonneg (sq_nonneg z) (cos_le_quartic hz)]) hy
  -- second integration: from the slope to the defect
  refine ⟨nonneg_of_slope (by simp [bondDefect]) hasDerivAt_bondDefect s1 hx, ?_, ?_⟩
  · have h := nonneg_of_slope (f := fun y => 2 / 15 * y ^ 6 - bondDefect y)
      (f' := fun y => 4 / 5 * y ^ 5 - bondSlope y) (by simp [bondDefect])
      (fun z => (((hasDerivAt_pow 6 z).const_mul (2 / 15)).fun_sub
        (hasDerivAt_bondDefect z)).congr_deriv (by push_cast; ring)) s2 hx
    exact sub_nonneg.1 h
  · have h : 0 ≤ bondDefect x - 2 / 15 * x ^ 6 + x ^ 8 / 84 :=
      nonneg_of_slope (f := fun y => bondDefect y - 2 / 15 * y ^ 6 + y ^ 8 / 84)
      (f' := fun y => bondSlope y - 4 / 5 * y ^ 5 + 2 / 21 * y ^ 7) (by simp [bondDefect])
      (fun z => (((hasDerivAt_bondDefect z).fun_sub
        ((hasDerivAt_pow 6 z).const_mul (2 / 15))).fun_add
        ((hasDerivAt_pow 8 z).div_const 84)).congr_deriv (by push_cast; ring)) s3 hx
    linarith
```

## Summing over the springs

Substituting the definitions, the coefficient of $k_m$ in $12q^2C-16D(q)+D(2q)$ is

$$12m^2q^2-32(1-\cos mq)+2(1-\cos2mq)=F(mq).$$

Therefore, for $q\ne0$,

$$C-E(q)=\frac{1}{12q^2}\sum_{m=1}^n k_mF(mq).$$

```lean
/-- For `q ≠ 0` the error of the two-point estimate is the sum of the single-spring defects,
weighted by the spring constants and divided by `12q²`. -/
theorem error_eq (n : ℕ) (k : ℕ → ℝ) {q : ℝ} (hq : q ≠ 0) :
    springMoment n k 2 - twoPoint n k q
      = (∑ m ∈ Finset.Icc 1 n, k m * bondDefect (m * q)) / (12 * q ^ 2) := by
  have h : ∑ m ∈ Finset.Icc 1 n, k m * bondDefect (m * q)
      = 12 * q ^ 2 * springMoment n k 2 - (16 * dynMat n k q - dynMat n k (2 * q)) := by
    simp only [springMoment, dynMat, bondDefect, Finset.mul_sum, ← Finset.sum_sub_distrib]
    refine Finset.sum_congr rfl fun m _ => ?_
    rw [show (m : ℝ) * (2 * q) = 2 * (m * q) by ring]
    ring
  have hne : 12 * q ^ 2 ≠ 0 := by positivity
  rw [eq_div_iff hne, h, twoPoint, sub_mul, div_mul_cancel₀ _ hne]
  ring
```

Since $k_m\ge0$, the bounds on $F(mq)$ can be multiplied by $k_m$ and added. Nonnegativity gives $E(q)\le C$. The other two bounds, divided by $12q^2$, give

$$\frac{q^4M_6}{90}-\frac{q^6M_8}{1008}\ \le\ C-E(q)\ \le\ \frac{q^4M_6}{90},$$

because $\frac{2}{15\cdot12}=\frac1{90}$ and $\frac1{84\cdot12}=\frac1{1008}$.

```lean
/-- For nonnegative springs and `q > 0`, the two-point estimate never exceeds the elastic
coefficient `C`, and its error is at most `q⁴ ∑ m⁶ k_m / 90` and at least
`q⁴ ∑ m⁶ k_m / 90 - q⁶ ∑ m⁸ k_m / 1008`. -/
theorem twoPoint_bounds (n : ℕ) (k : ℕ → ℝ) (hk : ∀ m ∈ Finset.Icc 1 n, 0 ≤ k m)
    {q : ℝ} (hq : 0 < q) :
    twoPoint n k q ≤ springMoment n k 2 ∧
      springMoment n k 2 - twoPoint n k q ≤ q ^ 4 * springMoment n k 6 / 90 ∧
      q ^ 4 * springMoment n k 6 / 90 - q ^ 6 * springMoment n k 8 / 1008
        ≤ springMoment n k 2 - twoPoint n k q := by
  have hb := fun m : ℕ => bondDefect_bounds (x := m * q) (by positivity)
  have hpos : 0 < 12 * q ^ 2 := by positivity
  refine ⟨?_, ?_, ?_⟩
  · rw [← sub_nonneg, error_eq n k hq.ne']
    exact div_nonneg (Finset.sum_nonneg fun m hm => mul_nonneg (hk m hm) (hb m).1) hpos.le
  · rw [error_eq n k hq.ne', div_le_iff₀ hpos]
    calc ∑ m ∈ Finset.Icc 1 n, k m * bondDefect (m * q)
        ≤ ∑ m ∈ Finset.Icc 1 n, k m * (2 / 15 * (m * q) ^ 6) :=
          Finset.sum_le_sum fun m hm => mul_le_mul_of_nonneg_left (hb m).2.1 (hk m hm)
      _ = q ^ 4 * springMoment n k 6 / 90 * (12 * q ^ 2) := by
          simp only [springMoment, Finset.mul_sum, Finset.sum_div, Finset.sum_mul]
          exact Finset.sum_congr rfl fun m _ => by ring
  · rw [error_eq n k hq.ne', le_div_iff₀ hpos]
    calc (q ^ 4 * springMoment n k 6 / 90 - q ^ 6 * springMoment n k 8 / 1008) * (12 * q ^ 2)
        = ∑ m ∈ Finset.Icc 1 n, k m * (2 / 15 * (m * q) ^ 6 - (m * q) ^ 8 / 84) := by
          simp only [springMoment, Finset.mul_sum, Finset.sum_div, ← Finset.sum_sub_distrib,
            Finset.sum_mul]
          exact Finset.sum_congr rfl fun m _ => by ring
      _ ≤ ∑ m ∈ Finset.Icc 1 n, k m * bondDefect (m * q) :=
          Finset.sum_le_sum fun m hm => mul_le_mul_of_nonneg_left (hb m).2.2 (hk m hm)
```

In words, for every range `n`, all springs with `0 ≤ k m` for `m` from 1 to `n`, and every `q > 0`, the estimate `twoPoint n k q` is at most `springMoment n k 2`, and the shortfall lies between the two stated expressions. The wavevector need not be small, although, unless all the springs vanish, the lower bound becomes negative, and so uninformative, at large $q$. In the proof, `error_eq` replaces the error by the sum over springs, and each `calc` block compares that sum with a moment.

The hypothesis on $k_m$ means that every bond with $k_m\ne0$ resists being stretched or compressed. It is an assumption about the model, and force constants fitted to a real crystal may violate it. The sign of the error can then change, even in a stable chain. With $n=2$, $k_1=1$ and $k_2=-1/10$, we have $D(q)=2(1-\cos q)(0.8-0.2\cos q)\ge0$, but $M_6=1-6.4=-5.4$. The Taylor expansion $C-E(q)\approx q^4M_6/90$, which holds for either sign of the springs, then shows that $E(q)$ exceeds $C$ at small $q>0$.

In density functional perturbation theory, dynamical matrices are computed at chosen wavevectors; for a one-dimensional, finite-range chain with nonnegative springs, the theorem bounds the error of extracting an elastic coefficient from two of them. The sign of the error needs no further input, but a numerical value for the bound requires $M_6$ or an upper bound on it. The theorem takes the values of $D$ as exact: numerical noise in them is divided by $q^2$, which limits how small $q$ can usefully be. Long-range Coulomb forces and several atoms per cell lie beyond this model.

## The limit of vanishing wavevector

Dividing the two-sided bound by $q^4$ gives

$$\frac{M_6}{90}-\frac{q^2M_8}{1008}\le\frac{C-E(q)}{q^4}\le\frac{M_6}{90}.$$

Both ends tend to $M_6/90$ as $q$ decreases to zero, so the middle does too. If at least one spring is present with $k_m>0$, no constant smaller than $1/90$ can serve in the upper bound for all $q>0$. In Lean, `𝓝[>] 0` is the approach to zero from positive $q$; `hlow` is the limit of the lower end, and the two final branches supply the inequalities for the squeeze.

```lean
/-- For nonnegative springs, the error of the two-point estimate divided by `q⁴` tends to
`∑ m⁶ k_m / 90` as `q` decreases to zero. -/
theorem error_limit (n : ℕ) (k : ℕ → ℝ) (hk : ∀ m ∈ Finset.Icc 1 n, 0 ≤ k m) :
    Tendsto (fun q : ℝ => (springMoment n k 2 - twoPoint n k q) / q ^ 4)
      (𝓝[>] 0) (𝓝 (springMoment n k 6 / 90)) := by
  have hlow : Tendsto
      (fun q : ℝ => springMoment n k 6 / 90 - q ^ 2 * springMoment n k 8 / 1008)
      (𝓝[>] 0) (𝓝 (springMoment n k 6 / 90)) := by
    have hc : Continuous
        (fun q : ℝ => springMoment n k 6 / 90 - q ^ 2 * springMoment n k 8 / 1008) := by
      fun_prop
    have h0 := (hc.tendsto 0).mono_left (nhdsWithin_le_nhds (s := Set.Ioi 0))
    simpa using h0
  -- squeeze between the two error bounds
  refine tendsto_of_tendsto_of_tendsto_of_le_of_le' hlow tendsto_const_nhds ?_ ?_
  · filter_upwards [self_mem_nhdsWithin] with q hq
    have hq' : 0 < q := hq
    rw [le_div_iff₀ (pow_pos hq' 4)]
    linarith [(twoPoint_bounds n k hk hq').2.2]
  · filter_upwards [self_mem_nhdsWithin] with q hq
    have hq' : 0 < q := hq
    rw [div_le_iff₀ (pow_pos hq' 4)]
    linarith [(twoPoint_bounds n k hk hq').2.1]

end

end LongWaveTwoPoint
```

## Nearest neighbours only

For $n=1$ every moment equals $k_1$, so the relative error for $k_1>0$ lies between $q^4/90-q^6/1008$ and $q^4/90$. At $q=\pi/2$ we have $D(q)=2k_1$ and $D(2q)=4k_1$, hence

$$E(\pi/2)=\frac{28}{3\pi^2}k_1\approx0.9457\,k_1.$$

The shortfall is about $0.0543\,k_1$, between the bounds $0.0527\,k_1$ and $0.0676\,k_1$, even though the wavelengths at $q$ and $2q$ are only four and two lattice spacings.

```lean
#print axioms LongWaveTwoPoint.forceConstant_wave
-- 'LongWaveTwoPoint.forceConstant_wave' depends on axioms: [propext, Classical.choice, Quot.sound]
#print axioms LongWaveTwoPoint.twoPoint_bounds
-- 'LongWaveTwoPoint.twoPoint_bounds' depends on axioms: [propext, Classical.choice, Quot.sound]
#print axioms LongWaveTwoPoint.error_limit
-- 'LongWaveTwoPoint.error_limit' depends on axioms: [propext, Classical.choice, Quot.sound]
```
